# The gain-loss Hamiltonian with rows (ig, s), (s, −ig), for real g and s > 0, is self-adjoint in some positive definite metric exactly when |g| < s

## Real energies at |g| = s, but is there an inner product?

Two levels are coupled with strength $s>0$. One has gain $g$, the other an equal loss, with $g$ real and $\hbar=1$:

$$H=\begin{pmatrix} ig & s\\ s & -ig\end{pmatrix}.$$

By a metric I mean a positive definite Hermitian matrix $M$ with $H^\dagger M=MH$, so that $H$ is self-adjoint in the inner product $\langle x,y\rangle_M=x^\dagger M y$.

The energies are $\pm\sqrt{s^2-g^2}$, which are real for $|g|\le s$, endpoint included. PT symmetry holds for every $g$. So does a metric exist at $|g|=s$ too? And where one exists, is it unique?

## No metric at the endpoint, and a two-parameter family below it

A metric exists if and only if $|g|<s$, and it is not unique. At $|g|=s$ both energies are zero, but $H$ is not. A metric there would give

$$\langle Hx,Hx\rangle_M=\langle x,H^2x\rangle_M=0$$

for all $x$, because $H^2=0$, and this would force $H=0$. Real energies alone are therefore not enough.

### Energies from the square

The diagonal entries of $H^2$ are $(ig)^2+s^2=s^2-g^2$, and the off-diagonal ones are $igs-igs=0$. Hence $H^2=(s^2-g^2)\,1$. If $Hv=Ev$ with $v\neq0$, applying $H$ twice gives $E^2=s^2-g^2$. Conversely, for such an $E$ take $v=(s,\,E-ig)$. The components of $Hv$ are

$$igs+s(E-ig)=sE,\qquad s^2-ig(E-ig)=s^2-g^2-igE=E(E-ig).$$

This $v$ is unnormalised; dividing by $\sqrt{s^2+|E-ig|^2}$, which is $\sqrt2\,s$ for $|g|\le s$, gives a unit vector.

### All the metrics

Number the levels 0 and 1. Let $M$ be Hermitian with diagonal entries $p,q$ and upper off-diagonal entry $z$. Two entries of $H^\dagger M=MH$ read

$$(0,0):\ -igp+s\bar z=igp+sz,\qquad (0,1):\ -igz+sq=sp-igz.$$

The second gives $q=p$, the first $s\,\mathrm{Im}\,z=-gp$. With $a=p/s$ and $r=\mathrm{Re}\,z$,

$$M=\begin{pmatrix} sa & r-iga\\ r+iga & sa\end{pmatrix}.$$

The other two entries of the relation then hold as well. Positivity of the diagonal gives $a>0$, and positivity of the determinant gives $r^2+(ga)^2<(sa)^2$.

These conditions also suffice. Write $A=sa$, $k=ga$ and $N=|x_0|^2+|x_1|^2$. Completing the square in each component,

$$2A\,x^\dagger Mx=|Ax_0+(r-ik)x_1|^2+|Ax_1+(r+ik)x_0|^2+(A^2-r^2-k^2)N,$$

which is positive for $x\neq0$.

If a metric exists, then $g^2a^2\le r^2+g^2a^2<s^2a^2$, so $|g|<s$. If $|g|<s$, the choice $a=1$, $r=0$ gives one.

### Diagonalizability on either side of the endpoint

Let $|g|=s$ and suppose $HP=PD$ with $P$ invertible and $D$ diagonal. Then $PD^2=H^2P=0$, so $D^2=0$ and $D=0$. Thus $HP=0$ and $H=0$, contradicting the entry $s>0$.

For $|g|\neq s$ choose $E\ne0$ with $E^2=s^2-g^2$. The eigenvectors $(s,\pm E-ig)$, taken as columns, have determinant $-2sE\neq0$, so $H$ is diagonalizable. This includes $|g|>s$, where the energies are imaginary and no metric exists.

### The Lean file

```lean
import Mathlib

open Matrix Complex
open scoped ComplexOrder

namespace GainLossDimer

noncomputable section

/-- The Hamiltonian of two levels coupled with strength `s`, one with gain `g` and the other
with loss `g`. -/
def hamiltonian (s g : ℝ) : Matrix (Fin 2) (Fin 2) ℂ :=
  !![I * g, s; s, -(I * g)]

/-- A metric for `H` is a positive definite matrix `M` with `H* M = M H`: in the inner product
defined by `M`, the operator `H` is self-adjoint. -/
def IsMetric {n : Type*} [Fintype n] (H M : Matrix n n ℂ) : Prop :=
  M.PosDef ∧ Hᴴ * M = M * H

/-- A matrix is diagonalizable if an invertible matrix `P` brings it to diagonal form. -/
def Diagonalizable {n : Type*} [Fintype n] [DecidableEq n] (H : Matrix n n ℂ) : Prop :=
  ∃ (P : Matrix n n ℂ) (d : n → ℂ), IsUnit P ∧ H * P = P * diagonal d

/-- The two-parameter family of candidate metrics for the gain-loss Hamiltonian. -/
def metric (s g a r : ℝ) : Matrix (Fin 2) (Fin 2) ℂ :=
  !![((s * a : ℝ) : ℂ), r - I * ((g * a : ℝ) : ℂ);
     r + I * ((g * a : ℝ) : ℂ), ((s * a : ℝ) : ℂ)]

/-- PT symmetry: exchanging the two levels and conjugating all entries leaves the Hamiltonian
unchanged. -/
theorem pt_symmetric (s g : ℝ) :
    !![0, 1; 1, 0] * (hamiltonian s g).map star * !![0, 1; 1, 0] = hamiltonian s g := by
  ext i j
  fin_cases i <;> fin_cases j <;>
    simp [hamiltonian, Matrix.mul_apply, Matrix.vecMul, dotProduct, Fin.sum_univ_two]

/-- The square of the Hamiltonian is the number `s² - g²` times the identity. -/
theorem hamiltonian_sq (s g : ℝ) :
    hamiltonian s g * hamiltonian s g = ((s : ℂ) ^ 2 - (g : ℂ) ^ 2) • 1 := by
  ext i j
  fin_cases i <;> fin_cases j <;>
    simp [hamiltonian, Matrix.mul_apply, Fin.sum_univ_two]
  -- the off-diagonal entries cancel, the diagonal ones use `I² = -1`
  all_goals first | ring1 | linear_combination (g : ℂ) ^ 2 * I_sq

/-- For nonzero coupling, `E` is an eigenvalue exactly when `E² = s² - g²`. -/
theorem eigenvalue_iff {s : ℝ} (hs : s ≠ 0) (g : ℝ) (E : ℂ) :
    (∃ v : Fin 2 → ℂ, v ≠ 0 ∧ hamiltonian s g *ᵥ v = E • v) ↔
      E ^ 2 = (s : ℂ) ^ 2 - (g : ℂ) ^ 2 := by
  constructor
  · rintro ⟨v, hv0, hv⟩
    -- apply the Hamiltonian twice
    have h2 : ((s : ℂ) ^ 2 - (g : ℂ) ^ 2) • v = (E ^ 2) • v := by
      calc ((s : ℂ) ^ 2 - (g : ℂ) ^ 2) • v
          = (hamiltonian s g * hamiltonian s g) *ᵥ v := by
            rw [hamiltonian_sq, Matrix.smul_mulVec, Matrix.one_mulVec]
        _ = (E ^ 2) • v := by
            rw [← Matrix.mulVec_mulVec, hv, Matrix.mulVec_smul, hv, smul_smul, sq]
    exact (smul_left_injective ℂ hv0 h2).symm
  · intro hE
    refine ⟨![(s : ℂ), E - I * g], fun h => hs ?_, ?_⟩
    · have h0 : (s : ℂ) = 0 := congrFun h 0
      exact_mod_cast h0
    · funext i
      fin_cases i <;> simp [hamiltonian, Matrix.mulVec, dotProduct, Fin.sum_univ_two]
      · ring
      · linear_combination -hE + (g : ℂ) ^ 2 * I_sq

/-- A member of the family with `s a > 0` and `r² + (g a)² < (s a)²` is positive definite. -/
theorem metric_posDef {s g a r : ℝ} (ha : 0 < s * a)
    (h : r ^ 2 + (g * a) ^ 2 < (s * a) ^ 2) : (metric s g a r).PosDef := by
  rw [Matrix.posDef_iff_dotProduct_mulVec]
  constructor
  · change (metric s g a r)ᴴ = metric s g a r
    ext i j
    fin_cases i <;> fin_cases j <;> simp [metric]
    ring
  · intro x hx
    have hN : 0 < (x 0).re ^ 2 + (x 0).im ^ 2 + (x 1).re ^ 2 + (x 1).im ^ 2 := by
      have h01 : x 0 ≠ 0 ∨ x 1 ≠ 0 := by
        by_contra hc
        rw [not_or, not_not, not_not] at hc
        exact hx (funext (Fin.forall_fin_two.2 ⟨hc.1, hc.2⟩))
      rcases h01 with h0 | h0
      all_goals
        have hp := Complex.normSq_pos.2 h0
        rw [Complex.normSq_apply] at hp
        nlinarith [sq_nonneg (x 0).re, sq_nonneg (x 0).im, sq_nonneg (x 1).re,
          sq_nonneg (x 1).im]
    -- the quadratic form is a real number
    have key : star x ⬝ᵥ metric s g a r *ᵥ x =
        ((s * a * ((x 0).re ^ 2 + (x 0).im ^ 2 + (x 1).re ^ 2 + (x 1).im ^ 2)
          + 2 * r * ((x 0).re * (x 1).re + (x 0).im * (x 1).im)
          + 2 * (g * a) * ((x 0).re * (x 1).im - (x 0).im * (x 1).re) : ℝ) : ℂ) := by
      apply Complex.ext <;>
        simp [metric, Matrix.mulVec, dotProduct, Fin.sum_univ_two, -Complex.ofReal_mul,
          -Complex.ofReal_pow] <;> ring
    rw [key, Complex.zero_lt_real]
    generalize s * a = A at *
    generalize g * a = k at *
    -- complete the square in both components and add
    refine (mul_pos_iff_of_pos_left (show 0 < 2 * A by linarith)).1 ?_
    have hgap := mul_pos (sub_pos.2 h) hN
    nlinarith [sq_nonneg (A * (x 0).re + r * (x 1).re + k * (x 1).im),
      sq_nonneg (A * (x 0).im + r * (x 1).im - k * (x 1).re),
      sq_nonneg (A * (x 1).re + r * (x 0).re - k * (x 0).im),
      sq_nonneg (A * (x 1).im + r * (x 0).im + k * (x 0).re)]

/-- For `s > 0` the metrics of the gain-loss Hamiltonian are exactly the members of the family
with `a > 0` and `r² + (g a)² < (s a)²`. -/
theorem isMetric_iff {s : ℝ} (hs : 0 < s) (g : ℝ) (M : Matrix (Fin 2) (Fin 2) ℂ) :
    IsMetric (hamiltonian s g) M ↔
      ∃ a r : ℝ, 0 < a ∧ r ^ 2 + (g * a) ^ 2 < (s * a) ^ 2 ∧ M = metric s g a r := by
  constructor
  · rintro ⟨hM, h⟩
    have h10 : star (M 0 1) = M 1 0 := hM.isHermitian.apply 1 0
    have e00 : -(I * g) * M 0 0 + s * M 1 0 = M 0 0 * (I * g) + M 0 1 * s := by
      simpa [hamiltonian, Matrix.mul_apply, Fin.sum_univ_two] using congrFun (congrFun h 0) 0
    have e01 : -(I * g) * M 0 1 + s * M 1 1 = M 0 0 * s + M 0 1 * (-(I * g)) := by
      simpa [hamiltonian, Matrix.mul_apply, Fin.sum_univ_two] using congrFun (congrFun h 0) 1
    -- the two diagonal entries agree
    have hsC : (s : ℂ) ≠ 0 := by exact_mod_cast hs.ne'
    have h11 : M 1 1 = M 0 0 := mul_left_cancel₀ hsC (by linear_combination e01)
    obtain ⟨h0r, h0i⟩ := Complex.lt_def.1 (hM.diag_pos (i := 0))
    simp only [Complex.zero_re, Complex.zero_im] at h0r h0i
    -- the imaginary part of the off-diagonal entry is fixed by the gain
    have him : s * (M 0 1).im = -(g * (M 0 0).re) := by
      rw [← h10] at e00
      have h1 := congrArg Complex.im e00
      simp at h1
      linarith
    have hd := hM.det_pos
    rw [Matrix.det_fin_two, h11, ← h10] at hd
    have hdr := (Complex.lt_def.1 hd).1
    simp [h0i.symm] at hdr
    obtain ⟨a, ha⟩ : ∃ a, s * a = (M 0 0).re := ⟨(M 0 0).re / s, by field_simp⟩
    obtain ⟨r, hr⟩ : ∃ r, r = (M 0 1).re := ⟨_, rfl⟩
    have hga : g * a = -(M 0 1).im :=
      mul_left_cancel₀ hs.ne' (by linear_combination g * ha + him)
    refine ⟨a, r, (mul_pos_iff_of_pos_left hs).1 (by rw [ha]; exact h0r), ?_, ?_⟩
    · rw [hga, ha, hr]
      nlinarith [hdr]
    · have m00 : M 0 0 = ((s * a : ℝ) : ℂ) := by
        rw [ha]
        exact Complex.ext (by simp) (by simp [h0i.symm])
      have m01 : M 0 1 = r - I * ((g * a : ℝ) : ℂ) := by
        rw [hga, hr]
        apply Complex.ext <;> simp
      have m10 : M 1 0 = r + I * ((g * a : ℝ) : ℂ) := by
        rw [← h10, hga, hr]
        apply Complex.ext <;> simp
      rw [Matrix.eta_fin_two M, h11, m10, m01, m00]
      rfl
  · rintro ⟨a, r, ha, h, rfl⟩
    refine ⟨metric_posDef (mul_pos hs ha) h, ?_⟩
    ext i j
    fin_cases i <;> fin_cases j <;>
      simp [hamiltonian, metric, Matrix.mul_apply, Fin.sum_univ_two] <;> ring

/-- For `s > 0`, a positive definite metric that makes the gain-loss Hamiltonian self-adjoint
exists if and only if `|g| < s`. -/
theorem exists_metric_iff {s : ℝ} (hs : 0 < s) (g : ℝ) :
    (∃ M, IsMetric (hamiltonian s g) M) ↔ |g| < s := by
  constructor
  · rintro ⟨M, hM⟩
    obtain ⟨a, r, -, h, -⟩ := (isMetric_iff hs g M).1 hM
    have h2 : g ^ 2 < s ^ 2 :=
      lt_of_mul_lt_mul_right (by nlinarith [sq_nonneg r] : g ^ 2 * a ^ 2 < s ^ 2 * a ^ 2)
        (sq_nonneg a)
    exact (sq_lt_sq.1 h2).trans_eq (abs_of_pos hs)
  · intro h
    have h2 : g ^ 2 < s ^ 2 := sq_lt_sq.2 (h.trans_eq (abs_of_pos hs).symm)
    exact ⟨_, (isMetric_iff hs g _).2 ⟨1, 0, one_pos, by nlinarith, rfl⟩⟩

/-- At the exceptional point `|g| = s > 0` the Hamiltonian is nonzero, has square zero and is
not diagonalizable. -/
theorem exceptional_point {s g : ℝ} (hs : 0 < s) (hg : |g| = s) :
    hamiltonian s g ≠ 0 ∧ hamiltonian s g * hamiltonian s g = 0 ∧
      ¬ Diagonalizable (hamiltonian s g) := by
  have hne : hamiltonian s g ≠ 0 := by
    intro h
    have h1 : (s : ℂ) = 0 := congrFun (congrFun h 0) 1
    exact hs.ne' (by exact_mod_cast h1)
  have hsq : hamiltonian s g * hamiltonian s g = 0 := by
    have h2 : (s : ℂ) ^ 2 - (g : ℂ) ^ 2 = 0 := by
      have h3 : s ^ 2 - g ^ 2 = 0 := by rw [← hg, sq_abs, sub_self]
      exact_mod_cast h3
    rw [hamiltonian_sq, h2, zero_smul]
  refine ⟨hne, hsq, ?_⟩
  rintro ⟨P, d, hP, h⟩
  -- the diagonal form would also have square zero, hence vanish
  have hD : P * (diagonal d * diagonal d) = 0 := by
    rw [← mul_assoc, ← h, mul_assoc, ← h, ← mul_assoc, hsq, zero_mul]
  rw [hP.mul_right_eq_zero, Matrix.diagonal_mul_diagonal] at hD
  have hd : d = 0 := by
    funext i
    have hi := congrFun (congrFun hD i) i
    rw [Matrix.diagonal_apply_eq] at hi
    exact mul_self_eq_zero.1 hi
  have h0 : hamiltonian s g * P = 0 := by
    rw [h, hP.mul_right_eq_zero, hd]
    exact Matrix.diagonal_zero
  exact hne (hP.mul_left_eq_zero.1 h0)

/-- For `s > 0` the Hamiltonian is diagonalizable exactly when `|g| ≠ s`. -/
theorem diagonalizable_iff {s : ℝ} (hs : 0 < s) (g : ℝ) :
    Diagonalizable (hamiltonian s g) ↔ |g| ≠ s := by
  refine ⟨fun h hg => (exceptional_point hs hg).2.2 h, fun hg => ?_⟩
  obtain ⟨E, hE⟩ := IsAlgClosed.exists_pow_nat_eq ((s : ℂ) ^ 2 - (g : ℂ) ^ 2) two_pos
  have hE0 : E ≠ 0 := by
    intro h
    have h1 : (s : ℂ) ^ 2 - (g : ℂ) ^ 2 = 0 := by rw [← hE, h]; norm_num
    have h2 : s ^ 2 - g ^ 2 = 0 := by exact_mod_cast h1
    exact hg (((sq_eq_sq_iff_abs_eq_abs g s).1 (by linarith)).trans (abs_of_pos hs))
  have hsC : (s : ℂ) ≠ 0 := by exact_mod_cast hs.ne'
  -- the columns are the eigenvectors for `E` and `-E`
  refine ⟨!![(s : ℂ), s; E - I * g, -E - I * g], ![E, -E], ?_, ?_⟩
  · rw [Matrix.isUnit_iff_isUnit_det, isUnit_iff_ne_zero, Matrix.det_fin_two_of]
    have hdet : (s : ℂ) * (-E - I * g) - s * (E - I * g) = -2 * (s * E) := by ring
    rw [hdet]
    exact mul_ne_zero (by norm_num) (mul_ne_zero hsC hE0)
  · ext i j
    fin_cases i <;> fin_cases j <;>
      simp [hamiltonian, Matrix.mul_apply, Fin.sum_univ_two, Matrix.diagonal_apply]
    all_goals first | ring1 | linear_combination -hE + (g : ℂ) ^ 2 * I_sq

end

end GainLossDimer
```

```lean
#print axioms GainLossDimer.pt_symmetric
#print axioms GainLossDimer.eigenvalue_iff
#print axioms GainLossDimer.exists_metric_iff
#print axioms GainLossDimer.diagonalizable_iff
```

```
'GainLossDimer.pt_symmetric' depends on axioms: [propext, Classical.choice, Quot.sound]
'GainLossDimer.eigenvalue_iff' depends on axioms: [propext, Classical.choice, Quot.sound]
'GainLossDimer.exists_metric_iff' depends on axioms: [propext, Classical.choice, Quot.sound]
'GainLossDimer.diagonalizable_iff' depends on axioms: [propext, Classical.choice, Quot.sound]
```

### What the theorems say

`hamiltonian s g` is the matrix above, with real parameters and complex entries. `IsMetric H M` asks for `M.PosDef`, which in Mathlib includes Hermiticity, and for `Hᴴ * M = M * H`, where `ᴴ` is the conjugate transpose. `Diagonalizable` asks for an invertible `P` and a list `d` of diagonal entries with `H * P = P * diagonal d`.

The name `metric s g a r` needs some care: it denotes the matrix family for any real parameters, and a member is a metric only under the stated inequalities.

- `exists_metric_iff` is the main result: for $s>0$ and any real $g$, some `M` is a metric if and only if `|g| < s`.
- `isMetric_iff` lists all metrics, and so answers the question about uniqueness.
- `exceptional_point` treats both signs, $g=s$ and $g=-s$: $H$ is nonzero, has square zero and is not diagonalizable.
- `diagonalizable_iff` says that for $s>0$ only $|g|=s$ spoils diagonalizability.
- `pt_symmetric` exchanges the levels and conjugates each entry, without transposing. It holds for all real `s` and `g`.
- `eigenvalue_iff` assumes $s\neq0$, which makes the vector $(s,E-ig)$ in its proof nonzero. The equivalence also holds at $s=0$, where $H$ is diagonal with entries $\pm ig$, but the theorem does not cover that case.

For this single two-level system, the result settles when a non-Hermitian Hamiltonian can be read as an ordinary quantum observable in a changed inner product. The step from the matrix to a device, such as a pair of coupled waveguides (where the distance along the guides takes the place of time), is the assumption that its amplitudes obey $i\dot\psi=H\psi$ with exactly balanced, linear gain and loss; saturation and noise would change that equation.

### How the Lean proofs match the algebra

`hamiltonian_sq` compares the four entries and uses $i^2=-1$. `eigenvalue_iff` applies $H$ twice and cancels the nonzero vector; for the converse it supplies $(s,E-ig)$.

In `metric_posDef`, the statement `key` writes the quadratic form as a real number in the real and imaginary parts of $x_0,x_1$. The goal is multiplied by $2A$, and `nlinarith` receives four real squares. These are the squares of the real and imaginary parts of the two complex numbers inside the moduli above, while `hgap` is the remaining positive term.

In `isMetric_iff`, `e00` and `e01` are the two displayed entries of the intertwining relation. They lead to `him` (the imaginary part) and `h11` (equal diagonal entries). `hM.diag_pos` and `hM.det_pos` supply the inequalities, and $a$ and $r$ are then read off from `M`. The reverse direction combines `metric_posDef` with an entrywise check. `exists_metric_iff` drops $r^2$ one way and inserts $a=1$, $r=0$ the other way.

`exceptional_point` follows the argument with $D^2=0$, cancelling `P` because it is a unit. `diagonalizable_iff` takes a complex square root $E$, which exists because $\mathbb C$ is algebraically closed, and computes the determinant of the eigenvector matrix.

### The metric in a time evolution

Take $s=1$ and $g=0.6$, so $E=0.8$, and start in the gain level, $\psi(0)=(1,0)$. Since $H^2=E^2\,1$, the propagator is $\cos Et-i(H/E)\sin Et$, and

$$\psi(t)=\bigl(\cos Et+0.75\sin Et,\ -1.25\,i\sin Et\bigr).$$

The ordinary squared norm is $1+1.5\sin Et\cos Et+1.125\sin^2Et$, which oscillates between $0.625$ and $2.5$. With $a=1$ and $r=0$ the metric is

$$M=\begin{pmatrix}1&-0.6i\\0.6i&1\end{pmatrix}.$$

Its off-diagonal entries contribute $-1.5\sin Et\cos Et-1.125\sin^2Et$, so $\psi^\dagger M\psi=1$ at all times. The evolution is unitary in this inner product, although the total population in the two levels oscillates.

At $g=s=1$ the propagator becomes $1-iHt$, and the same initial state evolves to $(1+t,\,-it)$. Its norm grows without bound in every fixed positive definite inner product, so no such norm is conserved.
